# A norm bound on the X2C decoupling matrix for separated diagonal blocks

What it means for $X$ to decouple a Hamiltonian is stated here through eigenvectors, with the existence of $X$ assumed. Large and small components live in complex inner-product spaces $E$ and $F$, whose dimensions may differ. An orthonormal eigenbasis is split into an upper and a lower group, and the upper group must span the graph $\{(x,Xx)\}$. This forces finite dimension and puts $\dim E$ vectors in the upper group; ties between the groups are allowed.

In Lean 4 with Mathlib:

```lean
import Mathlib

open scoped InnerProductSpace
open ContinuousLinearMap (adjoint adjoint_inner_left adjoint_inner_right)

namespace X2CDecouplingSize

noncomputable section

variable {E F : Type*} [NormedAddCommGroup E] [InnerProductSpace ℂ E] [CompleteSpace E]
  [NormedAddCommGroup F] [InnerProductSpace ℂ F] [CompleteSpace F]
  {A : E →L[ℂ] E} {B : F →L[ℂ] E} {D : F →L[ℂ] F} {X : E →L[ℂ] F}
```

The Hamiltonian is $H=\begin{pmatrix}A&B\\B^\dagger&D\end{pmatrix}$. `WithLp 2 (E × F)` supplies the usual inner product on pairs. To read the blocks as matrices, with $\dagger$ the conjugate transpose, take orthonormal bases of $E$ and $F$.

```lean
/-- The block Hamiltonian `[[A, B], [B†, D]]` acting on (large, small) component pairs. -/
def blockH (A : E →L[ℂ] E) (B : F →L[ℂ] E) (D : F →L[ℂ] F) (v : WithLp 2 (E × F)) :
    WithLp 2 (E × F) :=
  WithLp.toLp 2 (A v.ofLp.1 + B v.ofLp.2, adjoint B v.ofLp.1 + D v.ofLp.2)
```

States in the graph are $u=(x,Xx)$.

```lean
/-- The state with large component `x` and small component `X x`. -/
def upperState (X : E →L[ℂ] F) (x : E) : WithLp 2 (E × F) := WithLp.toLp 2 (x, X x)
```

Their orthogonal partners are $w=(-X^\dagger y,y)$, since $-\langle x,X^\dagger y\rangle+\langle Xx,y\rangle=0$.

```lean
/-- The state with small component `y` and large component `-X† y`. -/
def lowerState (X : E →L[ℂ] F) (y : F) : WithLp 2 (E × F) :=
  WithLp.toLp 2 (-adjoint X y, y)
```

In `Decouples`, `.inl` labels the upper group, `.inr` the lower, and `e` holds the eigenvalues.

```lean
/-- `X` decouples the block Hamiltonian: there is an orthonormal eigenbasis in two groups, no
eigenvalue of the first lying below one of the second, and the first group spans the graph of `X`. -/
def Decouples (A : E →L[ℂ] E) (B : F →L[ℂ] E) (D : F →L[ℂ] F) (X : E →L[ℂ] F) : Prop :=
  ∃ (n m : ℕ) (b : OrthonormalBasis (Fin n ⊕ Fin m) ℂ (WithLp 2 (E × F)))
    (e : Fin n ⊕ Fin m → ℝ), (∀ k, blockH A B D (b k) = (e k : ℂ) • b k) ∧
    (∀ i j, e (.inr j) ≤ e (.inl i)) ∧
    ∀ v, v ∈ Submodule.span ℂ (Set.range fun i => b (.inl i)) ↔ v.ofLp.2 = X v.ofLp.1
```

If $A$ and $D$ are Hermitian, moving each block across the inner product shows that $H$ is too.

```lean
/-- The block Hamiltonian is Hermitian when its diagonal blocks are. -/
theorem blockH_symm (hA : (A : E →ₗ[ℂ] E).IsSymmetric) (hD : (D : F →ₗ[ℂ] F).IsSymmetric)
    (v w : WithLp 2 (E × F)) : ⟪blockH A B D v, w⟫_ℂ = ⟪v, blockH A B D w⟫_ℂ := by
  have hA' : ∀ x y, ⟪A x, y⟫_ℂ = ⟪x, A y⟫_ℂ := fun x y => hA x y
  have hD' : ∀ x y, ⟪D x, y⟫_ℂ = ⟪x, D y⟫_ℂ := fun x y => hD x y
  simp only [blockH, WithLp.prod_inner_apply, inner_add_left, inner_add_right,
    adjoint_inner_left, adjoint_inner_right, hA', hD']
  ring
```

Let $b_k$ be the eigenvectors and $e_k$ their eigenvalues. Then $u$ has only upper coefficients (`hv`) and $w$ only lower ones (`hw`), so by `hsum`

$$\langle w,Hu\rangle=\sum_k e_k\langle w,b_k\rangle\langle b_k,u\rangle=0.$$

Summing $e_j\le e_i$ over lower $j$ and upper $i$, with weights $|\langle b_i,u\rangle|^2|\langle b_j,w\rangle|^2$, gives

$$\|u\|^2\langle w,Hw\rangle\le\langle u,Hu\rangle\|w\|^2.$$

```lean
/-- For Hermitian diagonal blocks and a decoupling `X`, the Hamiltonian does not couple lower to
upper states, and no upper state has a smaller energy expectation value than a lower one
(written without division by the squared norms). -/
theorem decoupled_and_ordered (hA : (A : E →ₗ[ℂ] E).IsSymmetric)
    (hD : (D : F →ₗ[ℂ] F).IsSymmetric) (h : Decouples A B D X) (x : E) (y : F) :
    ⟪lowerState X y, blockH A B D (upperState X x)⟫_ℂ = 0 ∧
    (⟪upperState X x, upperState X x⟫_ℂ).re *
        (⟪lowerState X y, blockH A B D (lowerState X y)⟫_ℂ).re ≤
      (⟪upperState X x, blockH A B D (upperState X x)⟫_ℂ).re *
        (⟪lowerState X y, lowerState X y⟫_ℂ).re := by
  obtain ⟨n, m, b, e, he, hord, hX⟩ := h
  -- upper states have no lower eigenvectors in them, and conversely
  have hv : ∀ j, ⟪b (.inr j), upperState X x⟫_ℂ = 0 := fun j => by
    have hle : Submodule.span ℂ (Set.range fun i => b (.inl i)) ≤
        (Submodule.span ℂ {b (.inr j)})ᗮ := by
      rw [Submodule.span_le]
      rintro _ ⟨i, rfl⟩
      exact Submodule.mem_orthogonal_singleton_iff_inner_right.2 (b.orthonormal.2 (by simp))
    exact Submodule.mem_orthogonal_singleton_iff_inner_right.1 (hle ((hX _).2 rfl))
  have hw : ∀ i, ⟪b (.inl i), lowerState X y⟫_ℂ = 0 := fun i => by
    have hi := (hX (b (.inl i))).1 (Submodule.subset_span ⟨i, rfl⟩)
    simp only [lowerState, WithLp.prod_inner_apply, inner_neg_right, adjoint_inner_right, hi]
    ring
  have hsum : ∀ u w, ⟪w, blockH A B D u⟫_ℂ = ∑ k, (e k : ℂ) * (⟪w, b k⟫_ℂ * ⟪b k, u⟫_ℂ) := by
    intro u w
    rw [← b.sum_inner_mul_inner w (blockH A B D u)]
    refine Finset.sum_congr rfl fun k _ => ?_
    rw [← blockH_symm hA hD, he k, inner_smul_left, Complex.conj_ofReal]
    ring
  have hsq : ∀ u k, ⟪u, b k⟫_ℂ * ⟪b k, u⟫_ℂ = ((‖⟪b k, u⟫_ℂ‖ ^ 2 : ℝ) : ℂ) := fun u k => by
    rw [← inner_conj_symm u (b k), Complex.conj_mul', Complex.ofReal_pow]
  have hq : ∀ u, (⟪u, blockH A B D u⟫_ℂ).re = ∑ k, e k * ‖⟪b k, u⟫_ℂ‖ ^ 2 := fun u => by
    simp only [hsum, hsq, Complex.re_sum, Complex.re_ofReal_mul, Complex.ofReal_re]
  have hn : ∀ u, (⟪u, u⟫_ℂ).re = ∑ k, ‖⟪b k, u⟫_ℂ‖ ^ 2 := fun u => by
    rw [← b.sum_inner_mul_inner u u]
    simp only [hsq, Complex.re_sum, Complex.ofReal_re]
  constructor
  · rw [hsum, Fintype.sum_sum_type]
    have hw' : ∀ i, ⟪lowerState X y, b (.inl i)⟫_ℂ = 0 := fun i => inner_eq_zero_symm.1 (hw i)
    simp only [hv, hw', mul_zero, zero_mul, Finset.sum_const_zero, add_zero]
  · rw [hq, hq, hn, hn]
    simp only [Fintype.sum_sum_type, hv, hw, norm_zero, ne_eq, OfNat.ofNat_ne_zero,
      not_false_eq_true, zero_pow, mul_zero, Finset.sum_const_zero, add_zero, zero_add]
    rw [Finset.sum_mul_sum, Finset.sum_mul_sum]
    refine Finset.sum_le_sum fun i _ => Finset.sum_le_sum fun j _ => ?_
    have := mul_le_mul_of_nonneg_right (hord i j) (mul_nonneg
      (sq_nonneg ‖⟪b (.inl i), upperState X x⟫_ℂ‖) (sq_nonneg ‖⟪b (.inr j), lowerState X y⟫_ℂ‖))
    linarith
```

Let $s=\|X\|>0$ in operator norm. By compactness $\|Xx\|$ attains its maximum $s$ on the unit ball, necessarily at $\|x\|=1$. There

$$\|X^\dagger Xx-s^2x\|^2=\|X^\dagger Xx\|^2-2s^4+s^4\le0,$$

so $X^\dagger Xx=s^2x$.

```lean
/-- In finite dimension a non-zero `X` has a unit vector `x` with `‖X x‖ = ‖X‖` and
`X† X x = ‖X‖² x`. -/
theorem exists_top_singular [FiniteDimensional ℂ E] (X : E →L[ℂ] F) (h0 : 0 < ‖X‖) :
    ∃ x, ‖x‖ = 1 ∧ ‖X x‖ = ‖X‖ ∧ adjoint X (X x) = ((‖X‖ ^ 2 : ℝ) : ℂ) • x := by
  have := FiniteDimensional.proper ℂ E
  obtain ⟨x, hx, hmax⟩ := (isCompact_closedBall (0 : E) 1).exists_isMaxOn ⟨0, by simp⟩
    X.continuous.norm.continuousOn
  have hx1 : ‖x‖ ≤ 1 := by simpa using hx
  have hle : ‖X‖ ≤ ‖X x‖ := by
    refine X.opNorm_le_bound (norm_nonneg _) fun z => ?_
    rcases eq_or_ne z 0 with rfl | hz
    · simp
    have hz' : 0 < ‖z‖ := norm_pos_iff.2 hz
    have h := hmax (show ((‖z‖⁻¹ : ℝ) : ℂ) • z ∈ Metric.closedBall (0 : E) 1 by
      simp [norm_smul, hz'.ne'])
    have h' : ‖z‖⁻¹ * ‖X z‖ ≤ ‖X x‖ := by simpa [norm_smul] using h
    calc ‖X z‖ = ‖z‖⁻¹ * ‖X z‖ * ‖z‖ := by field_simp
      _ ≤ ‖X x‖ * ‖z‖ := by gcongr
  have h1 := X.le_opNorm x
  have hn : ‖x‖ = 1 := le_antisymm hx1 (by
    by_contra hc
    nlinarith [mul_lt_mul_of_pos_left (not_le.1 hc) h0])
  have hs : ‖X x‖ = ‖X‖ := le_antisymm (by simpa [hn] using h1) hle
  refine ⟨x, hn, hs, ?_⟩
  have had : ‖adjoint X (X x)‖ ≤ ‖X‖ ^ 2 := by
    have := (adjoint X).le_opNorm (X x)
    rwa [LinearIsometryEquiv.norm_map, hs, ← sq] at this
  have hi : RCLike.re ⟪adjoint X (X x), ((‖X‖ ^ 2 : ℝ) : ℂ) • x⟫_ℂ = ‖X‖ ^ 2 * ‖X‖ ^ 2 := by
    have hre : (⟪X x, X x⟫_ℂ).re = ‖X x‖ ^ 2 := inner_self_eq_norm_sq (𝕜 := ℂ) (X x)
    rw [inner_smul_right, adjoint_inner_left]
    change (((‖X‖ ^ 2 : ℝ) : ℂ) * ⟪X x, X x⟫_ℂ).re = _
    rw [Complex.re_ofReal_mul, hre, hs]
  have hb : ‖((‖X‖ ^ 2 : ℝ) : ℂ) • x‖ = ‖X‖ ^ 2 := by
    rw [norm_smul, hn, mul_one, Complex.norm_real, Real.norm_of_nonneg (by positivity)]
  -- the residual of the eigenvalue equation has norm zero
  have hz : ‖adjoint X (X x) - ((‖X‖ ^ 2 : ℝ) : ℂ) • x‖ ^ 2 ≤ 0 := by
    rw [norm_sub_sq (𝕜 := ℂ), hi, hb]
    nlinarith [pow_le_pow_left₀ (norm_nonneg _) had 2]
  exact sub_eq_zero.1 (norm_eq_zero.1 ((pow_eq_zero_iff two_ne_zero).1
    (le_antisymm hz (sq_nonneg _))))
```

Now assume $A\ge\mu+g$ and $D\le\mu$ with $g>0$, as expectation values. Physically, $g$ separates the large- and small-component blocks; it is about $2mc^2$ when potentials are weak on that scale. Near a heavy nucleus, steep basis functions can bring an expectation value of $A$ below one of $D$; then no such $g$ exists and the bound does not apply.

The case $s=0$ is immediate. Otherwise put $y=Xx$, $a=\langle x,Ax\rangle$, $d=\langle y,Dy\rangle$ and $\beta=\mathrm{Re}\langle x,By\rangle$. The two states are $(x,y)$ and $(-s^2x,y)$, with squared norms $1+s^2$ and $s^2(1+s^2)$ and, before division by these, energy expectation values $a+2\beta+d$ and $s^4a-2s^2\beta+d$ (`keyn`, `key`). Decoupling (`hdec`) and ordering (`hord`) become

$$(1-s^2)\beta=s^2a-d\ge s^2g>0,$$
$$(1-s^2)(s^2a-d)+4s^2\beta\ge0.$$

If $s\ge1$, the first line forces $s>1$ and $\beta<0$, contradicting the second. Hence $s<1$, and $\beta\le\|B\|s$ gives $s/(1-s^2)\le\|B\|/g$.

The ratio bound alone would allow every $s>1$, where its left side is negative. The ordering matters too. For $A=3$, $B=4$, $D=-3$, the lower eigenvector $(1,-2)$, with eigenvalue $-5$, gives $X=-2$. Without ordering, $\|X\|<1$ can fail.

```lean
/-- Size of the X2C matrix: if the Hermitian diagonal blocks satisfy `A ≥ μ + g` and `D ≤ μ` with
`g > 0`, a decoupling `X` has `‖X‖ < 1` and `‖X‖ / (1 - ‖X‖²) ≤ ‖B‖ / g`. -/
theorem norm_decoupling_le [FiniteDimensional ℂ E] {μ g : ℝ} (hg : 0 < g)
    (hA : (A : E →ₗ[ℂ] E).IsSymmetric) (hD : (D : F →ₗ[ℂ] F).IsSymmetric)
    (hAμ : ∀ x, (μ + g) * ‖x‖ ^ 2 ≤ (⟪x, A x⟫_ℂ).re)
    (hDμ : ∀ y, (⟪y, D y⟫_ℂ).re ≤ μ * ‖y‖ ^ 2) (h : Decouples A B D X) :
    ‖X‖ < 1 ∧ ‖X‖ / (1 - ‖X‖ ^ 2) ≤ ‖B‖ / g := by
  rcases eq_or_lt_of_le (norm_nonneg X) with h0 | h0
  · rw [← h0]
    exact ⟨one_pos, by rw [zero_div]; positivity⟩
  obtain ⟨x, hx, hy, hsing⟩ := exists_top_singular X h0
  have hsymm : (⟪B (X x), x⟫_ℂ).re = (⟪x, B (X x)⟫_ℂ).re := inner_re_symm (𝕜 := ℂ) _ _
  have hxx : (⟪x, x⟫_ℂ).re = ‖x‖ ^ 2 := inner_self_eq_norm_sq (𝕜 := ℂ) x
  have hyy : (⟪X x, X x⟫_ℂ).re = ‖X x‖ ^ 2 := inner_self_eq_norm_sq (𝕜 := ℂ) (X x)
  -- real parts of Hamiltonian matrix elements between vectors `(c x, X x)` and `(c' x, X x)`
  have key : ∀ c c' : ℝ, (⟪(WithLp.toLp 2 ((c : ℂ) • x, X x) : WithLp 2 (E × F)),
      blockH A B D (WithLp.toLp 2 ((c' : ℂ) • x, X x))⟫_ℂ).re =
      c * c' * (⟪x, A x⟫_ℂ).re + (c + c') * (⟪x, B (X x)⟫_ℂ).re + (⟪X x, D (X x)⟫_ℂ).re := by
    intro c c'
    simp only [blockH, WithLp.prod_inner_apply, map_smul, inner_add_right, inner_smul_left,
      inner_smul_right, adjoint_inner_right, Complex.conj_ofReal, Complex.add_re,
      Complex.re_ofReal_mul, hsymm]
    ring
  have keyn : ∀ c : ℝ, (⟪(WithLp.toLp 2 ((c : ℂ) • x, X x) : WithLp 2 (E × F)),
      WithLp.toLp 2 ((c : ℂ) • x, X x)⟫_ℂ).re = c ^ 2 + ‖X‖ ^ 2 := by
    intro c
    simp only [WithLp.prod_inner_apply, inner_smul_left, inner_smul_right,
      Complex.conj_ofReal, Complex.add_re, Complex.re_ofReal_mul, hxx, hyy, hx, hy]
    ring
  have hup : upperState X x = WithLp.toLp 2 (((1 : ℝ) : ℂ) • x, X x) := by
    rw [upperState, Complex.ofReal_one, one_smul]
  have hlow : lowerState X (X x) = WithLp.toLp 2 (((-‖X‖ ^ 2 : ℝ) : ℂ) • x, X x) := by
    rw [lowerState, hsing, Complex.ofReal_neg, neg_smul]
  obtain ⟨h1, h2⟩ := decoupled_and_ordered hA hD h x (X x)
  have h1 := congrArg Complex.re h1
  rw [hup, hlow, key, Complex.zero_re] at h1
  rw [hup, hlow, key, key, keyn, keyn] at h2
  have ha := hAμ x
  have hd := hDμ (X x)
  have hβ : (⟪x, B (X x)⟫_ℂ).re ≤ ‖B‖ * ‖X‖ := by
    have h3 := (Complex.re_le_norm _).trans (norm_inner_le_norm (𝕜 := ℂ) x (B (X x)))
    have h4 := B.le_opNorm (X x)
    rw [hx, one_mul] at h3
    rw [hy] at h4
    exact h3.trans h4
  rw [hx] at ha
  rw [hy] at hd
  generalize (⟪x, A x⟫_ℂ).re = a at *
  generalize (⟪x, B (X x)⟫_ℂ).re = β at *
  generalize (⟪X x, D (X x)⟫_ℂ).re = d at *
  generalize ‖X‖ = s at *
  have hs2 : 0 < s ^ 2 := by positivity
  have hp : s ^ 2 * g ≤ s ^ 2 * a - d := by nlinarith
  have hp0 : 0 < s ^ 2 * a - d := lt_of_lt_of_le (by positivity) hp
  have hdec : (1 - s ^ 2) * β = s ^ 2 * a - d := by linarith
  have hord : 0 ≤ (1 - s ^ 2) * (s ^ 2 * a - d) + 4 * s ^ 2 * β := by
    refine (mul_nonneg_iff_of_pos_left (show 0 < 1 + s ^ 2 by positivity)).1 ?_
    linarith
  -- the ordering of the energies rules out `s ≥ 1`
  have hs : s < 1 := by
    by_contra hc
    have h5 : 1 ≤ s ^ 2 := by nlinarith [not_lt.1 hc]
    have h6 : β < 0 := by
      by_contra hb
      nlinarith [mul_nonneg (sub_nonneg.2 h5) (not_lt.1 hb)]
    nlinarith [mul_nonneg (sub_nonneg.2 h5) hp0.le, mul_pos hs2 (neg_pos.2 h6)]
  have h7 : 0 < 1 - s ^ 2 := by nlinarith
  refine ⟨hs, ?_⟩
  rw [div_le_div_iff₀ h7 hg]
  refine le_of_mul_le_mul_left ?_ h0
  nlinarith [mul_le_mul_of_nonneg_left hβ h7.le]
```

With $b=\|B\|$, the bound reads $bs^2+gs\le b$. Thus $(2bs+g)^2\le g^2+4b^2$; taking the root and rationalising gives the explicit form for $b>0$, while $b=0$ gives $s=0$.

```lean
/-- If the Hermitian diagonal blocks satisfy `A ≥ μ + g` and `D ≤ μ` with `g > 0`, a decoupling `X`
has `‖X‖ ≤ 2‖B‖ / (g + √(g² + 4‖B‖²))`. -/
theorem norm_decoupling_le_explicit [FiniteDimensional ℂ E] {μ g : ℝ} (hg : 0 < g)
    (hA : (A : E →ₗ[ℂ] E).IsSymmetric) (hD : (D : F →ₗ[ℂ] F).IsSymmetric)
    (hAμ : ∀ x, (μ + g) * ‖x‖ ^ 2 ≤ (⟪x, A x⟫_ℂ).re)
    (hDμ : ∀ y, (⟪y, D y⟫_ℂ).re ≤ μ * ‖y‖ ^ 2) (h : Decouples A B D X) :
    ‖X‖ ≤ 2 * ‖B‖ / (g + √(g ^ 2 + 4 * ‖B‖ ^ 2)) := by
  obtain ⟨hs, hb⟩ := norm_decoupling_le hg hA hD hAμ hDμ h
  have hs0 := norm_nonneg X
  have hB := norm_nonneg B
  rw [div_le_div_iff₀ (by nlinarith) hg] at hb
  have hr := Real.sq_sqrt (show 0 ≤ g ^ 2 + 4 * ‖B‖ ^ 2 by positivity)
  have hr0 := Real.sqrt_nonneg (g ^ 2 + 4 * ‖B‖ ^ 2)
  have hle : 2 * ‖B‖ * ‖X‖ + g ≤ √(g ^ 2 + 4 * ‖B‖ ^ 2) :=
    Real.le_sqrt_of_sq_le (by nlinarith [mul_le_mul_of_nonneg_left hb hB])
  generalize √(g ^ 2 + 4 * ‖B‖ ^ 2) = r at *
  rw [le_div_iff₀ (by positivity)]
  rcases eq_or_lt_of_le hB with h0 | h0
  · rw [← h0] at hb ⊢
    have : ‖X‖ = 0 := by nlinarith
    simp [this]
  · refine le_of_mul_le_mul_left ?_ (show 0 < 2 * ‖B‖ by positivity)
    nlinarith [mul_le_mul_of_nonneg_right hle (show 0 ≤ g + r by positivity)]
```

For a one-dimensional example, real numbers act on $\mathbb C$.

```lean
/-- Multiplication by the real number `c` on a one-dimensional component space. -/
def scal (c : ℝ) : ℂ →L[ℂ] ℂ := (c : ℂ) • ContinuousLinearMap.id ℂ ℂ
```

Consider $\begin{pmatrix}M&p\\p&-M\end{pmatrix}$. If $M+pt=\varepsilon$ and $p-Mt=\varepsilon t$ with $\varepsilon\ge0$, then $(1,t)$ and $(-t,1)$, each divided by $\sqrt{1+t^2}$, are eigenvectors for $\varepsilon$ and $-\varepsilon$.

```lean
/-- If `M + p t = ε` and `p - M t = ε t` with `ε ≥ 0`, the number `t` decouples the two-level
Hamiltonian `[[M, p], [p, -M]]`. -/
theorem two_level_decouples {M p ε t : ℝ} (hε : 0 ≤ ε) (h1 : M + p * t = ε)
    (h2 : p - M * t = ε * t) : Decouples (scal M) (scal p) (scal (-M)) (scal t) := by
  have hsc : ∀ (c : ℝ) (z : ℂ), scal c z = c * z := fun c z => rfl
  have hadj : ∀ z, adjoint (scal p) z = p * z := fun z => by
    refine ext_inner_left ℂ fun w => ?_
    rw [adjoint_inner_right]
    simp only [hsc, RCLike.inner_apply, map_mul, Complex.conj_ofReal]
    ring
  obtain ⟨r, hr⟩ : ∃ r : ℝ, r ^ 2 * (1 + t ^ 2) = 1 := ⟨(√(1 + t ^ 2))⁻¹, by
    rw [inv_pow, Real.sq_sqrt (by positivity)]
    exact inv_mul_cancel₀ (by positivity)⟩
  have hr : (r : ℂ) ^ 2 * (1 + (t : ℂ) ^ 2) = 1 := by exact_mod_cast hr
  have h1 : (M : ℂ) + p * t = ε := by exact_mod_cast h1
  have h2 : (p : ℂ) - M * t = ε * t := by exact_mod_cast h2
  -- the normalised eigenvectors (1, t) and (-t, 1)
  let u : Fin 1 ⊕ Fin 1 → WithLp 2 (ℂ × ℂ) := Sum.elim
    (fun _ => WithLp.toLp 2 ((r : ℂ), (r : ℂ) * t)) (fun _ => WithLp.toLp 2 (-((r : ℂ) * t), (r : ℂ)))
  have hon : Orthonormal ℂ u := by
    rw [orthonormal_iff_ite]
    rintro (i | i) (j | j) <;>
      simp only [u, Sum.elim_inl, Sum.elim_inr, WithLp.prod_inner_apply, RCLike.inner_apply,
        map_neg, map_mul, Complex.conj_ofReal]
    · rw [if_pos (by rw [Subsingleton.elim i j])]
      linear_combination hr
    · rw [if_neg (by simp)]
      ring
    · rw [if_neg (by simp)]
      ring
    · rw [if_pos (by rw [Subsingleton.elim i j])]
      linear_combination hr
  have hsp : ⊤ ≤ Submodule.span ℂ (Set.range u) := fun v _ => by
    have hv : v = ((r : ℂ) * (v.ofLp.1 + t * v.ofLp.2)) • u (.inl 0) +
        ((r : ℂ) * (v.ofLp.2 - t * v.ofLp.1)) • u (.inr 0) := by
      refine WithLp.ofLp_injective 2 (Prod.ext ?_ ?_) <;>
        simp only [u, Sum.elim_inl, Sum.elim_inr, WithLp.ofLp_add, WithLp.ofLp_smul,
          Prod.fst_add, Prod.snd_add, Prod.smul_fst, Prod.smul_snd, smul_eq_mul]
      · linear_combination -v.ofLp.1 * hr
      · linear_combination -v.ofLp.2 * hr
    rw [hv]
    exact add_mem (Submodule.smul_mem _ _ (Submodule.subset_span ⟨_, rfl⟩))
      (Submodule.smul_mem _ _ (Submodule.subset_span ⟨_, rfl⟩))
  have hbu : ∀ k, OrthonormalBasis.mk hon hsp k = u k :=
    fun k => congrFun (OrthonormalBasis.coe_mk hon hsp) k
  refine ⟨1, 1, OrthonormalBasis.mk hon hsp, Sum.elim (fun _ => ε) (fun _ => -ε), ?_, ?_, ?_⟩
  · rintro (i | i) <;> rw [hbu] <;> refine WithLp.ofLp_injective 2 (Prod.ext ?_ ?_) <;>
      simp only [u, blockH, Sum.elim_inl, Sum.elim_inr, WithLp.ofLp_smul, Prod.smul_fst,
        Prod.smul_snd, smul_eq_mul, hsc, hadj, Complex.ofReal_neg]
    · linear_combination (r : ℂ) * h1
    · linear_combination (r : ℂ) * h2
    · linear_combination (r : ℂ) * h2
    · linear_combination -(r : ℂ) * h1
  · intro i j
    simp only [Sum.elim_inl, Sum.elim_inr]
    linarith
  · intro v
    rw [Set.range_unique, Submodule.mem_span_singleton, hbu, hsc]
    constructor
    · rintro ⟨c, rfl⟩
      simp only [u, Sum.elim_inl, WithLp.ofLp_smul, Prod.smul_fst, Prod.smul_snd, smul_eq_mul]
      ring
    · intro hv
      refine ⟨(r : ℂ) * (1 + (t : ℂ) ^ 2) * v.ofLp.1,
        WithLp.ofLp_injective 2 (Prod.ext ?_ ?_)⟩ <;>
        simp only [u, Sum.elim_inl, WithLp.ofLp_smul, Prod.smul_fst, Prod.smul_snd, smul_eq_mul]
      · linear_combination v.ofLp.1 * hr
      · rw [hv]
        linear_combination (t : ℂ) * v.ofLp.1 * hr
```

For the free Dirac case, $M>0$ is the rest energy and $p$ is momentum times $c$. Take $\varepsilon=\sqrt{M^2+p^2}$ and $t=p/(M+\varepsilon)$. Eliminating $\varepsilon$ gives $2Mt=p(1-t^2)$, and $|t|<1$, so equality holds with $\mu=-M$ and $g=2M$.

```lean
/-- The free Dirac two-level Hamiltonian `[[M, p], [p, -M]]` with `M > 0` is decoupled by
`X = p / (M + √(M² + p²))`, and this `X` gives equality in the bound with gap `g = 2M`. -/
theorem free_dirac_witness {M : ℝ} (hM : 0 < M) (p : ℝ) :
    Decouples (scal M) (scal p) (scal (-M)) (scal (p / (M + √(M ^ 2 + p ^ 2)))) ∧
    ‖scal (p / (M + √(M ^ 2 + p ^ 2)))‖ / (1 - ‖scal (p / (M + √(M ^ 2 + p ^ 2)))‖ ^ 2) =
      ‖scal p‖ / (2 * M) := by
  have hε := Real.sqrt_nonneg (M ^ 2 + p ^ 2)
  have hsq := Real.sq_sqrt (show 0 ≤ M ^ 2 + p ^ 2 by positivity)
  generalize √(M ^ 2 + p ^ 2) = ε at *
  have hpos : 0 < M + ε := by linarith
  have ht : p / (M + ε) * (M + ε) = p := div_mul_cancel₀ p hpos.ne'
  generalize p / (M + ε) = t at *
  have h1 : M + p * t = ε := by
    refine mul_right_cancel₀ hpos.ne' ?_
    linear_combination p * ht - hsq
  have h2 : p - M * t = ε * t := by linear_combination -ht
  have hnorm : ∀ c : ℝ, ‖scal c‖ = |c| := fun c => by
    rw [scal, norm_smul, ContinuousLinearMap.norm_id, mul_one, Complex.norm_real, Real.norm_eq_abs]
  refine ⟨two_level_decouples hε h1 h2, ?_⟩
  have ht1 : 0 < 1 - t ^ 2 := by
    refine (mul_pos_iff_of_pos_right (show 0 < (M + ε) ^ 2 by positivity)).1 ?_
    have h3 : (1 - t ^ 2) * (M + ε) ^ 2 = 2 * M * (M + ε) := by
      linear_combination hsq - (t * (M + ε) + p) * ht
    rw [h3]
    positivity
  have h4 : t * (2 * M) = p * (1 - t ^ 2) := by linear_combination t * h1 - h2
  have h5 := congrArg abs h4
  rw [abs_mul t, abs_mul p, abs_of_pos ht1, abs_of_pos (show 0 < 2 * M by positivity)] at h5
  rw [hnorm, hnorm, sq_abs, div_eq_div_iff ht1.ne' (by positivity)]
  exact h5

end

end X2CDecouplingSize
```

For a one-electron X2C calculation in a finite orthonormal basis with separated diagonal blocks, the bound offers a check on the computed $X$.

```lean
#print axioms X2CDecouplingSize.norm_decoupling_le
#print axioms X2CDecouplingSize.norm_decoupling_le_explicit
```

```
'X2CDecouplingSize.norm_decoupling_le' depends on axioms: [propext, Classical.choice, Quot.sound]
'X2CDecouplingSize.norm_decoupling_le_explicit' depends on axioms: [propext, Classical.choice, Quot.sound]
```
